# To first order, bond stretching on an N-site ring scatters k into −k only through lattice waves with q ≡ −2k mod N

An electron travelling round a ring of atoms can be turned back by a longitudinal vibration, because stretching or compressing a bond changes the hopping across it. To first order in the displacements, which lattice waves can reverse the electron's momentum, and with what amplitude?

In Lean 4 with Mathlib:

```lean
import Mathlib

open scoped ComplexConjugate

namespace RingPhononBackscattering

noncomputable section

/-- The lattice phase `e(m) = exp(2πi m/N)` of a ring with `N ≠ 0` sites. -/
def phase (N : ℕ) (m : ℤ) : ℂ :=
  Complex.exp (2 * Real.pi * m / N * Complex.I)

/-- The unnormalised plane wave `j ↦ e(mj)` on a ring with `N ≠ 0` sites. -/
def wave (N : ℕ) (m : ℤ) (j : ℕ) : ℂ := phase N (m * j)

/-- The matrix element between states `φ` and `ψ` of the hopping modulation caused by
displacements `u`: each bond contributes its stretching times hopping in both directions. -/
def coupling (N : ℕ) (u φ ψ : ℕ → ℂ) : ℂ :=
  ∑ j ∈ Finset.range N,
    (u (j + 1) - u j) * (conj (φ (j + 1)) * ψ j + conj (φ j) * ψ (j + 1))

/-- Lattice phases multiply when momenta add. -/
theorem phase_add (N : ℕ) (a b : ℤ) : phase N (a + b) = phase N a * phase N b := by
  unfold phase
  rw [← Complex.exp_add]
  congr 1
  push_cast
  ring

/-- Complex conjugation reverses the momentum. -/
theorem phase_conj (N : ℕ) (m : ℤ) : conj (phase N m) = phase N (-m) := by
  unfold phase
  rw [← Complex.exp_conj]
  congr 1
  simp only [map_mul, map_div₀, Complex.conj_ofReal, Complex.conj_I, map_natCast,
    map_intCast, map_ofNat]
  push_cast
  ring

/-- On a ring with `N ≠ 0` sites the phase `e(m)` is one exactly when `N` divides `m`. -/
theorem phase_eq_one_iff {N : ℕ} (hN : N ≠ 0) (m : ℤ) :
    phase N m = 1 ↔ (N : ℤ) ∣ m := by
  have hN' : (N : ℂ) ≠ 0 := Nat.cast_ne_zero.mpr hN
  unfold phase
  rw [Complex.exp_eq_one_iff]
  constructor
  · rintro ⟨n, hn⟩
    refine ⟨n, ?_⟩
    have h : (m : ℂ) = N * n := by
      apply mul_left_cancel₀ Complex.two_pi_I_ne_zero
      calc 2 * (Real.pi : ℂ) * Complex.I * m
          = (2 * Real.pi * m / N * Complex.I) * N := by field_simp
        _ = (n * (2 * Real.pi * Complex.I)) * N := by rw [hn]
        _ = 2 * Real.pi * Complex.I * (N * n) := by ring
    exact_mod_cast h
  · rintro ⟨n, rfl⟩
    exact ⟨n, by push_cast; field_simp⟩

/-- The difference of the phases of opposite momenta is `2i sin(2πm/N)`. -/
theorem phase_sub_phase_neg (N : ℕ) (m : ℤ) :
    phase N m - phase N (-m)
      = 2 * Complex.I * (Real.sin (2 * Real.pi * m / N) : ℂ) := by
  have h : phase N m = (Real.cos (2 * Real.pi * m / N) : ℂ)
      + (Real.sin (2 * Real.pi * m / N) : ℂ) * Complex.I := by
    rw [phase, Complex.exp_mul_I]
    push_cast
    rfl
  rw [← phase_conj, h]
  simp only [map_add, map_mul, Complex.conj_ofReal, Complex.conj_I]
  ring

/-- Plane waves with integer momentum label close on a ring with `N ≠ 0` sites. -/
theorem wave_periodic {N : ℕ} (hN : N ≠ 0) (m : ℤ) (j : ℕ) :
    wave N m (j + N) = wave N m j := by
  have h : m * ((j + N : ℕ) : ℤ) = m * j + m * N := by
    push_cast
    ring
  rw [wave, wave, h, phase_add, (phase_eq_one_iff hN _).2 (dvd_mul_left _ _), mul_one]

/-- Summed over a ring with `N ≠ 0` sites, a plane wave gives `N` if its momentum is a
multiple of `N`, and zero otherwise. -/
theorem sum_wave {N : ℕ} (hN : N ≠ 0) (m : ℤ) :
    ∑ j ∈ Finset.range N, wave N m j = if (N : ℤ) ∣ m then (N : ℂ) else 0 := by
  have hpow : ∀ j : ℕ, phase N (m * j) = phase N m ^ j := by
    intro j
    unfold phase
    rw [← Complex.exp_nat_mul]
    congr 1
    push_cast
    ring
  simp only [wave, hpow]
  split_ifs with h
  · rw [(phase_eq_one_iff hN m).2 h]
    simp
  · -- a geometric series whose ratio is a nontrivial root of unity
    have h1 : phase N m ≠ 1 := fun h' => h ((phase_eq_one_iff hN m).1 h')
    have h2 : phase N m ^ N = 1 := by
      rw [← hpow, phase_eq_one_iff hN]
      exact dvd_mul_left _ _
    rw [geom_sum_eq h1, h2]
    simp

/-- The matrix element from electron momentum `k` to `p` in a lattice wave `q` is a phonon
factor times an electron factor times the lattice sum of momentum `q + k - p`. -/
theorem coupling_factor (N : ℕ) (q p k : ℤ) :
    coupling N (wave N q) (wave N p) (wave N k)
      = (phase N q - 1) * (phase N (-p) + phase N k)
        * ∑ j ∈ Finset.range N, wave N (q + k - p) j := by
  unfold coupling
  rw [Finset.mul_sum]
  refine Finset.sum_congr rfl fun j _ => ?_
  -- moving one site along the ring multiplies a wave by its phase
  have hs : ∀ m : ℤ, phase N (m * ((j + 1 : ℕ) : ℤ)) = phase N (m * j) * phase N m := by
    intro m
    rw [← phase_add]
    congr 1
    push_cast
    ring
  have ht : phase N ((q + k - p) * j)
      = phase N (q * j) * phase N (k * j) * phase N (-(p * j)) := by
    rw [← phase_add, ← phase_add]
    congr 1
    ring
  simp only [wave, hs, map_mul, phase_conj, ht]
  ring

/-- Selection rule on a ring with `N ≠ 0` sites: a lattice wave `q` scatters `k` into `p` with
amplitude `2iN (sin(2πp/N) - sin(2πk/N))` if `q + k = p` modulo `N`, and zero otherwise. -/
theorem selection_rule {N : ℕ} (hN : N ≠ 0) (q p k : ℤ) :
    coupling N (wave N q) (wave N p) (wave N k)
      = if (N : ℤ) ∣ q + k - p then
          2 * N * Complex.I * ((Real.sin (2 * Real.pi * p / N) : ℂ)
            - (Real.sin (2 * Real.pi * k / N) : ℂ))
        else 0 := by
  rw [coupling_factor, sum_wave hN]
  split_ifs with h
  · -- momentum conservation fixes the phonon phase
    have hq : phase N q = phase N p * phase N (-k) := by
      calc phase N q = phase N ((q + k - p) + (p + -k)) := by
            congr 1
            ring
        _ = phase N p * phase N (-k) := by
            rw [phase_add, (phase_eq_one_iff hN _).2 h, one_mul, phase_add]
    have hinv : ∀ m : ℤ, phase N m * phase N (-m) = 1 := by
      intro m
      rw [← phase_add, add_neg_cancel]
      simp [phase]
    rw [hq]
    linear_combination (N : ℂ) * phase N (-k) * hinv p + (N : ℂ) * phase N p * hinv k
      + (N : ℂ) * phase_sub_phase_neg N p - (N : ℂ) * phase_sub_phase_neg N k
  · exact mul_zero _

/-- On a ring with `N ≠ 0` sites the backscattering sum has modulus `4N |sin(2πk/N)|` if
`q = -2k` modulo `N`, and vanishes otherwise. -/
theorem norm_backscattering {N : ℕ} (hN : N ≠ 0) (q k : ℤ) :
    ‖∑ j ∈ Finset.range N, (wave N q (j + 1) - wave N q j)
        * (wave N k (j + 1) * wave N k j + wave N k j * wave N k (j + 1))‖
      = if (N : ℤ) ∣ q + 2 * k then 4 * N * |Real.sin (2 * Real.pi * k / N)| else 0 := by
  -- the sum is the matrix element between `k` and `-k`
  have hc : ∑ j ∈ Finset.range N, (wave N q (j + 1) - wave N q j)
        * (wave N k (j + 1) * wave N k j + wave N k j * wave N k (j + 1))
      = coupling N (wave N q) (wave N (-k)) (wave N k) := by
    simp only [coupling, wave, phase_conj, neg_mul, neg_neg]
  have e : q + k - -k = q + 2 * k := by ring
  rw [hc, selection_rule hN, e]
  split_ifs with h
  · have hs : Real.sin (2 * Real.pi * ((-k : ℤ) : ℝ) / N)
        = -Real.sin (2 * Real.pi * k / N) := by
      rw [← Real.sin_neg]
      congr 1
      push_cast
      ring
    rw [hs]
    generalize Real.sin (2 * Real.pi * k / N) = s
    have hv : 2 * (N : ℂ) * Complex.I * (((-s : ℝ) : ℂ) - (s : ℂ))
        = ((-(4 * N * s) : ℝ) : ℂ) * Complex.I := by
      push_cast
      ring
    rw [hv, norm_mul, Complex.norm_I, mul_one, Complex.norm_real, Real.norm_eq_abs,
      abs_neg, abs_mul, abs_of_nonneg (by positivity : (0 : ℝ) ≤ 4 * N)]
  · exact norm_zero

/-- On a ring with `N ≠ 0` sites a lattice wave `q` scatters `k` into `-k` with nonzero
amplitude exactly when `q = -2k` modulo `N` and `2k` is not a multiple of `N`. -/
theorem backscattering_ne_zero_iff {N : ℕ} (hN : N ≠ 0) (q k : ℤ) :
    coupling N (wave N q) (wave N (-k)) (wave N k) ≠ 0
      ↔ (N : ℤ) ∣ q + 2 * k ∧ ¬ (N : ℤ) ∣ 2 * k := by
  have e : q + k - -k = q + 2 * k := by ring
  rw [coupling_factor, sum_wave hN, e, neg_neg]
  by_cases h : (N : ℤ) ∣ q + 2 * k
  · have hq : (N : ℤ) ∣ q ↔ (N : ℤ) ∣ 2 * k :=
      ⟨fun h1 => (dvd_add_right h1).1 h, fun h2 => (dvd_add_left h2).1 h⟩
    have hk : phase N k + phase N k ≠ 0 := by
      rw [← two_mul]
      exact mul_ne_zero two_ne_zero (Complex.exp_ne_zero _)
    rw [if_pos h, ← hq, ← phase_eq_one_iff hN q]
    constructor
    · intro hne
      exact ⟨h, fun h1 => hne (by rw [h1]; simp)⟩
    · rintro ⟨_, h1⟩
      exact mul_ne_zero (mul_ne_zero (sub_ne_zero.2 h1) hk) (Nat.cast_ne_zero.2 hN)
  · rw [if_neg h]
    simp [h]

end

end RingPhononBackscattering
```

## The amplitude for a lattice wave to turn an electron round

Let the ring have $N\ge 1$ sites, and write $e(m)=\exp(2\pi i m/N)$ for an integer $m$. This is `phase N m`. The function `wave N m` is the plane wave $j\mapsto e(mj)$, and it serves both for the electron states and for the displacements of the atoms. With the lattice spacing set to one, the label $m$ stands for the wave number $2\pi m/N$.

For displacements $u_j$ along the ring and electron states $\varphi,\psi$, `coupling N u φ ψ` is

$$
\langle\varphi|V_u|\psi\rangle=\sum_{j=0}^{N-1}(u_{j+1}-u_j)\left(\overline{\varphi_{j+1}}\,\psi_j+\overline{\varphi_j}\,\psi_{j+1}\right).
$$

Each bond contributes its stretching times hopping in both directions. No selection rule is built into the definition. It accepts arbitrary sequences, but it describes a closed ring only when they repeat after $N$ sites, as the plane waves used here do.

There are three main theorems:

- `selection_rule` says that a lattice wave $q$ takes the electron from $k$ to $p$ with amplitude $2iN\left(\sin(2\pi p/N)-\sin(2\pi k/N)\right)$ if $N$ divides $q+k-p$, and with amplitude zero otherwise.
- `norm_backscattering` treats $p=-k$. The sum has modulus $4N|\sin(2\pi k/N)|$ if $N$ divides $q+2k$, and vanishes otherwise. Its statement writes the sum out without complex conjugates, because conjugating $e(-kj)$ gives $e(kj)$.
- `backscattering_ne_zero_iff` says that the amplitude from $k$ to $-k$ is nonzero exactly when $N$ divides $q+2k$ and does not divide $2k$.

The second condition in the last theorem has a simple meaning. If $N$ divides $2k$, then $k$ and $-k$ label the same state. The only wave allowed by momentum conservation is then $q\equiv 0$, a uniform shift that stretches no bond. On rings of one or two sites this is always the case, so backscattering first appears at $N=3$.

## Conventions and limits of the model

The coupling is linear in the bond stretching, with its constant set to one. That constant stands for the rate at which the hopping amplitude changes with bond length; restoring it multiplies every amplitude by the same number. The displacement wave has unit amplitude.

The electron waves are unnormalised: each has squared norm $N$. For normalised states $e(kj)/\sqrt N$ the amplitudes are divided by $N$, so the backscattering amplitude has modulus $4|\sin(2\pi k/N)|$, which depends on the wave number alone.

The displacement $e(qj)$ is complex. It is the component of a vibration that supplies momentum $q$ to the electron; a real wave, standing or travelling, contains both $q$ and $-q$, and its amplitude follows by linearity. Since the electron's momentum changes from $k$ to $-k$, the wave must supply $-2k$. In terms of phonons, the electron absorbs one of momentum $-2k$ or emits one of momentum $2k$. All of this holds modulo $N$, as crystal momentum does.

The model has one orbital per site, non-interacting electrons and a finite ring. Phonon energies and occupations do not enter, so the theorems give matrix elements and not scattering rates. Successive scattering by two waves whose momenta add to $-2k$ is a second-order process and is left out.

Within this non-interacting, one-dimensional model, the result identifies the lattice waves that mix the two Fermi points $\pm k_F$. They are the waves of momentum $2k_F$ familiar from the Peierls instability, whose energy gap would need a separate calculation.

## Summing a plane wave over the ring

Exponentials multiply when their exponents add, so $e(a+b)=e(a)e(b)$, and conjugation gives $\overline{e(m)}=e(-m)$. These are `phase_add` and `phase_conj`.

Next, $e(m)=1$ holds exactly when $2\pi i m/N=2\pi i n$ for some integer $n$, that is, when $m=Nn$. The lemma `phase_eq_one_iff` obtains $n$ from Mathlib's criterion for $\exp z=1$, cancels $2\pi i$, and carries the resulting equation from complex numbers back to integers. It follows that $e(m(j+N))=e(mj)\,e(mN)=e(mj)$. This is `wave_periodic`, and it ensures that the bond from site $N-1$ to site $N$ really ends at site $0$.

Now sum a plane wave over the ring. Since $e(mj)=e(m)^j$, this is a geometric series. If $N$ divides $m$, every term is one and the sum is $N$. Otherwise $e(m)\neq1$, while $e(m)^N=e(mN)=1$, so

$$
\sum_{j=0}^{N-1}e(mj)=\frac{e(m)^N-1}{e(m)-1}=0 .
$$

In `sum_wave`, `hpow` supplies the powers, `split_ifs` separates the two cases, and `geom_sum_eq` evaluates the series.

## Each bond contributes the same factor, up to a phase

For plane waves, the stretching of bond $j$ is

$$
u_{j+1}-u_j=e(qj)\,(e(q)-1),
$$

and the two hopping terms add to

$$
e(-p(j+1))\,e(kj)+e(-pj)\,e(k(j+1))=e((k-p)j)\,(e(-p)+e(k)).
$$

Multiplying and summing over the bonds gives

$$
\langle p|V_q|k\rangle=(e(q)-1)\,(e(-p)+e(k))\sum_{j=0}^{N-1}e((q+k-p)j).
$$

This is `coupling_factor`. Its proof moves the two constant factors inside the sum and compares the sides bond by bond. The auxiliary fact `hs` describes a step of one site, `ht` splits the combined phase, and `ring` finishes the comparison.

By the geometric sum, the amplitude vanishes unless $N$ divides $q+k-p$. When it does, the lattice sum is $N$ and $e(q)=e(p)e(-k)$, which is `hq` in the proof of `selection_rule`. The remaining product is

$$
\begin{aligned}
(e(p)e(-k)-1)(e(-p)+e(k))
&=e(-k)+e(p)-e(-p)-e(k)\\
&=2i\sin(2\pi p/N)-2i\sin(2\pi k/N).
\end{aligned}
$$

The first line uses $e(m)e(-m)=1$, called `hinv`, once for $p$ and once for $k$. The second uses $e(m)-e(-m)=2i\sin(2\pi m/N)$, which is `phase_sub_phase_neg`. The `linear_combination` step adds exactly these four identities, with their coefficients.

## Reversing the momentum

Put $p=-k$. The condition becomes $N\mid q+2k$, and since the sine is odd the amplitude is

$$
2iN\left(-\sin(2\pi k/N)-\sin(2\pi k/N)\right)=-4iN\sin(2\pi k/N),
$$

with modulus $4N|\sin(2\pi k/N)|$. In `norm_backscattering`, `hc` identifies the written-out sum with the matrix element from $k$ to $-k$, `hs` is the oddness of the sine, and `hv` writes the amplitude as a real number times $i$, from which the modulus is read off.

For the exact condition, `backscattering_ne_zero_iff` returns to the factored form. When $N$ divides $q+2k$, the amplitude is

$$
N\,(e(q)-1)\,2e(k).
$$

Neither $N$ nor $2e(k)$ is zero, so the amplitude vanishes only if $e(q)=1$, that is, if $N$ divides $q$. Because $N$ divides $q+2k$, it divides $q$ exactly when it divides $2k$; this is `hq` in that proof. When $N$ does not divide $q+2k$, the lattice sum is zero and so is the amplitude.

## Four sites, and a wave that does not close

Take $N=4$ and $k=1$, so that $e(kj)=i^j$. The allowed wave is $q=-2$, equivalent to $2$, with displacements $u_j=(-1)^j$: neighbouring atoms move in opposite directions, and bonds are alternately shortened and lengthened. The stretching is $-2(-1)^j$, and the electron factor is $2\,i^{j+1}i^j=2i(-1)^j$. Every bond therefore contributes $-4i$, and the four together give $-16i$. The modulus is $16=4\cdot4\cdot|\sin(\pi/2)|$, or $4$ for normalised states. For $q=1$ the contributions are instead proportional to $(-i)^j$, and $1-i-1+i=0$.

The selection rule relies on integer momentum labels, which the type `ℤ` imposes. Suppose that $N=3$, $k=1$ and $q=-\tfrac12$ were allowed. Then $u_3=e(-\tfrac32)=-1$ while $u_0=1$, so the wave does not close on the ring. The lattice sum has momentum $q+2k=\tfrac32$ and equals $1-1+1=1$. Since $|e(-\tfrac12)-1|=2\sin(\pi/6)=1$ and $|2e(1)|=2$, the sum would have modulus $2$, although $q+2k$ is not a multiple of $3$. The mismatch at the seam spoils the cancellation.

```lean
#print axioms RingPhononBackscattering.wave_periodic
#print axioms RingPhononBackscattering.norm_backscattering
#print axioms RingPhononBackscattering.backscattering_ne_zero_iff
```

```
'RingPhononBackscattering.wave_periodic' depends on axioms: [propext, Classical.choice, Quot.sound]
'RingPhononBackscattering.norm_backscattering' depends on axioms: [propext, Classical.choice, Quot.sound]
'RingPhononBackscattering.backscattering_ne_zero_iff' depends on axioms: [propext, Classical.choice, Quot.sound]
```
